# Carrying a matrix C through a transposed chain of vertices and lines, with one sign per vertex

The lemma concerns a finite chain of complex square matrices, in which each vertex `e a` is followed by a line `S a`. It assumes a matrix `C` with eᵀC = −Ce for every vertex and SᵀC = CR for every line, where R is a second family of matrices; `C` need not be invertible. For a chain of n vertices e₁S₁⋯eₙSₙ it states that (e₁S₁⋯eₙSₙ)ᵀC = (−1)ⁿ C Rₙeₙ⋯R₁e₁. The proof is by induction on the list: it moves `C` through the first vertex and its line, then uses the induction hypothesis for the rest.

The failing Lean file:

```lean
import Mathlib

open Matrix

namespace FurryTheorem

noncomputable section

variable {ι : Type*} [Fintype ι] [DecidableEq ι]

/-- If `C` flips the sign of every transposed vertex and turns each transposed line `S` into `R`,
it turns the transposed chain into the reversed chain, with one sign per vertex. -/
theorem transpose_chain {α : Type*} (C : Matrix ι ι ℂ) (e S R : α → Matrix ι ι ℂ)
    (he : ∀ a, (e a)ᵀ * C = -(C * e a)) (hS : ∀ a, (S a)ᵀ * C = C * R a) (L : List α) :
    ((L.map fun a => e a * S a).prod)ᵀ * C =
      (-1 : ℂ) ^ L.length • (C * (L.map fun a => R a * e a).reverse.prod) := by
  induction L with
  | nil => simp
  | cons a L ih =>
    simp only [List.map_cons, List.prod_cons, List.reverse_cons, List.prod_append,
      List.prod_singleton, List.length_cons, Matrix.transpose_mul]
    -- pass `C` first through the vertex, then through the line, then through the rest
    calc ((L.map fun a => e a * S a).prod)ᵀ * ((S a)ᵀ * (e a)ᵀ) * C
        = ((L.map fun a => e a * S a).prod)ᵀ * ((S a)ᵀ * ((e a)ᵀ * C)) := by
          simp only [Matrix.mul_assoc]
      _ = -(((L.map fun a => e a * S a).prod)ᵀ * ((S a)ᵀ * C) * e a) := by
          rw [he]; simp only [Matrix.mul_neg, Matrix.mul_assoc]
      _ = -((((L.map fun a => e a * S a).prod)ᵀ * C) * (R a * e a)) := by
          rw [hS]; simp only [Matrix.mul_assoc]
      _ = _ := by
          rw [ih, pow_succ, Matrix.smul_mul, mul_neg_one, neg_smul, Matrix.mul_assoc]

end

end FurryTheorem
```

The error:

```
Main.lean:30:15: error: unsolved goals
ι : Type u_1
inst✝¹ : Fintype ι
inst✝ : DecidableEq ι
α : Type u_2
C : Matrix ι ι ℂ
e S R : α → Matrix ι ι ℂ
he : ∀ (a : α), (e a)ᵀ * C = -(C * e a)
hS : ∀ (a : α), (S a)ᵀ * C = C * R a
a : α
L : List α
ih :
  (List.map (fun a => e a * S a) L).prodᵀ * C = (-1) ^ L.length • (C * (List.map (fun a => R a * e a) L).reverse.prod)
⊢ -((-1) ^ L.length • (C * ((List.map (fun a => R a * e a) L).reverse.prod * (R a * e a)))) =
    -((-1) ^ L.length • (C * ((List.map (fun a => R a * e a) L).reverse.prod * (R a * e a * [].prod))))
Main.lean:21:6: warning: This simp argument is unused:
  List.prod_singleton

Hint: Omit it from the simp argument list.
  [apply] simp only [List.map_cons, List.prod_cons, List.reverse_cons, List.prod_append, List.length_cons,
    Matrix.transpose_mul]

Note: This linter can be disabled with `set_option linter.unusedSimpArgs false`
```

Fix (accepted with no message):

```diff
@@ -19,5 +19,5 @@
   | cons a L ih =>
     simp only [List.map_cons, List.prod_cons, List.reverse_cons, List.prod_append,
-      List.prod_singleton, List.length_cons, Matrix.transpose_mul]
+      List.prod_nil, Matrix.mul_one, List.length_cons, Matrix.transpose_mul]
     -- pass `C` first through the vertex, then through the line, then through the rest
     calc ((L.map fun a => e a * S a).prod)ᵀ * ((S a)ᵀ * (e a)ᵀ) * C
```

Diagnosis. The error leaves an equation whose two sides differ only by a factor `[].prod`, the product of the empty list, at the right end. That factor comes from the `simp only` call before the calculation. Reversing the list puts the first pair at the end as the one-element list `[R a * e a]`. This is also an element followed by the empty list, so `List.prod_cons` applies to its product and gives `R a * e a * [].prod`. `List.prod_singleton` would have given `R a * e a` at once, but it was never used, as the warning says. Nothing else in the call simplifies the empty product, and the `rfl` that `rw` tries at the end does not close the goal.

In the repair, `List.prod_nil` turns `[].prod` into `1` and `Matrix.mul_one` removes that factor, so the two sides agree after the last `rw`. Dropping `List.prod_singleton` is mere tidying, which also removes the warning.
